# Finite labelled configurations with equal distance matrices are congruent

Suppose that two differently shaped molecules had the same interatomic distances, atom by atom. A machine-learned potential that takes only these distances as input would give both the same energy, and no amount of training data could correct it. For finitely many labelled points this does not happen: the distance matrix fixes the configuration up to rotation, reflection and translation.

## Matching the points with mirrors

Let $x_i$ and $y_i$ be the positions of $N$ labelled points in two configurations. The claim is that $|x_i-x_j|=|y_i-y_j|$ for all $i,j$ if and only if $y_i=Rx_i+t$ for one orthogonal map $R$ and one vector $t$.

If $y_i=Rx_i+t$, then $t$ cancels in differences and $R$ preserves lengths, so the distances agree.

For the converse, take points $a\neq b$ with midpoint $c=(a+b)/2$. Let $S$ be the linear reflection that reverses $a-b$ and fixes every vector orthogonal to it. The mirror between $a$ and $b$ is
$$M(p)=c+S(p-c).$$

- It sends $a$ to $b$: since $a-c=(a-b)/2$, we get $M(a)=c-(a-b)/2=b$.
- It fixes every $p$ with $|p-a|=|p-b|$. Squaring gives $2p\cdot(a-b)=|a|^2-|b|^2$, hence $(a-b)\cdot(p-c)=0$ and $S(p-c)=p-c$.
- After a motion $p\mapsto Rp+t$ it gives $SRp+[c+S(t-c)]$, again an orthogonal map followed by a translation.

Now match the points one at a time. Suppose that a succession $T$ of mirrors already gives $Tx_i=y_i$ for some labels $i$, and let $k$ be the next label. If $Tx_k=y_k$, nothing is needed. Otherwise add the mirror between $Tx_k$ and $y_k$, which puts point $k$ in place. Each point matched earlier stays put, because
$$|y_i-Tx_k|=|Tx_i-Tx_k|=|x_i-x_k|=|y_i-y_k|.$$
At most $N$ mirrors are used, and together they form the required motion.

## Configurations and mirrors in Lean

The space `E` is any real inner product space, $\mathbb R^d$ included, and `ι` is the set of labels.

```lean
import Mathlib

namespace DistanceMatrixInvariant

noncomputable section

variable {ι E : Type*} [NormedAddCommGroup E] [InnerProductSpace ℝ E]
```

A configuration is a function `x : ι → E`; points may coincide. Matrices are compared entry by entry, so the labels matter.

```lean
/-- The matrix of all pair distances of a labelled configuration of points. -/
def distanceMatrix (x : ι → E) : Matrix ι ι ℝ :=
  Matrix.of fun i j => dist (x i) (x j)
```

In `mirror`, $S$ is the reflection in the orthogonal complement of the line along $a-b$.

```lean
/-- The image of the point `p` under reflection in the perpendicular bisector of two
distinct points `a` and `b`; for `a = b` the map is the identity. -/
def mirror (a b p : E) : E :=
  (1 / 2 : ℝ) • (a + b) +
    (Submodule.span ℝ {a - b})ᗮ.reflection (p - (1 / 2 : ℝ) • (a + b))
```

A succession of mirrors is a list of point pairs, the last of which acts first.

```lean
/-- The image of the point `p` under a succession of mirrors, each given by a pair of points;
the last mirror of the list acts first. -/
def reflectAlong (l : List (E × E)) (p : E) : E :=
  l.foldr (fun m q => mirror m.1 m.2 q) p
```

The next three lemmas are the three properties listed above. In the second, `hsq` is the squared equidistance and `hin` the resulting orthogonality.

```lean
/-- The mirror between `a` and `b` carries `a` to `b`. -/
theorem mirror_left (a b : E) : mirror a b a = b := by
  have h : a - (1 / 2 : ℝ) • (a + b) = (1 / 2 : ℝ) • (a - b) := by module
  rw [mirror, h, map_smul, Submodule.reflection_orthogonalComplement_singleton_eq_neg]
  module

/-- A point equidistant from `a` and `b` is left in place by the mirror between them. -/
theorem mirror_fixed {a b p : E} (h : dist p a = dist p b) : mirror a b p = p := by
  have hsq : ‖p - a‖ ^ 2 = ‖p - b‖ ^ 2 := by
    rw [← dist_eq_norm, ← dist_eq_norm, h]
  rw [norm_sub_sq_real, norm_sub_sq_real] at hsq
  -- seen from the midpoint, `p` is orthogonal to the line joining `a` and `b`
  have hin : inner ℝ (a - b) (p - (1 / 2 : ℝ) • (a + b)) = 0 := by
    simp only [inner_sub_left, inner_sub_right, inner_smul_right, inner_add_right,
      real_inner_self_eq_norm_sq]
    linarith [real_inner_comm p a, real_inner_comm p b, real_inner_comm a b]
  rw [mirror, Submodule.reflection_mem_subspace_eq_self
    (Submodule.mem_orthogonal_singleton_iff_inner_right.mpr hin)]
  module
```

The type `E ≃ₗᵢ[ℝ] E` consists of the linear, length-preserving maps of `E` onto itself: the orthogonal maps, improper ones included. Induction on the list adds one mirror at a time.

```lean
/-- Any succession of mirrors is an orthogonal map followed by a translation. -/
theorem reflectAlong_eq_motion (l : List (E × E)) :
    ∃ (R : E ≃ₗᵢ[ℝ] E) (t : E), ∀ p, reflectAlong l p = R p + t := by
  induction l with
  | nil => exact ⟨LinearIsometryEquiv.refl ℝ E, 0, fun p => by simp [reflectAlong]⟩
  | cons m l ih =>
    obtain ⟨R, t, h⟩ := ih
    let S := (Submodule.span ℝ {m.1 - m.2})ᗮ.reflection
    let c := (1 / 2 : ℝ) • (m.1 + m.2)
    refine ⟨R.trans S, c + S (t - c), fun p => ?_⟩
    change c + S (reflectAlong l p - c) = S (R p) + (c + S (t - c))
    rw [h, add_sub_assoc, map_add]
    abel
```

## From equal distances to one motion

The matching argument is an induction over finite sets of labels, `key`. The case split `hp` asks whether point $k$ is already in place, and the last rewrite is the chain of equalities displayed above.

```lean
/-- Two configurations of `N` labelled points with equal distance matrices are carried into
each other by at most `N` reflections in perpendicular bisectors of distinct points. -/
theorem exists_mirrors [Fintype ι] {x y : ι → E}
    (h : distanceMatrix x = distanceMatrix y) :
    ∃ l : List (E × E), l.length ≤ Fintype.card ι ∧ (∀ m ∈ l, m.1 ≠ m.2) ∧
      ∀ i, reflectAlong l (x i) = y i := by
  classical
  have hd : ∀ i j, dist (x i) (x j) = dist (y i) (y j) :=
    fun i j => congrFun (congrFun h i) j
  -- match the points one at a time
  have key : ∀ s : Finset ι, ∃ l : List (E × E), l.length ≤ s.card ∧
      (∀ m ∈ l, m.1 ≠ m.2) ∧ ∀ i ∈ s, reflectAlong l (x i) = y i := by
    intro s
    induction s using Finset.induction_on with
    | empty => exact ⟨[], by simp, by simp, by simp⟩
    | insert k s hk ih =>
      obtain ⟨l, hl, hne, hxy⟩ := ih
      have hcard := Finset.card_insert_of_notMem hk
      by_cases hp : reflectAlong l (x k) = y k
      · refine ⟨l, by omega, hne, fun i hi => ?_⟩
        rcases Finset.mem_insert.mp hi with rfl | hi
        · exact hp
        · exact hxy i hi
      · refine ⟨(reflectAlong l (x k), y k) :: l, ?_, ?_, fun i hi => ?_⟩
        · rw [List.length_cons]
          omega
        · intro m hm
          rcases List.mem_cons.mp hm with rfl | hm
          · exact hp
          · exact hne m hm
        · change mirror (reflectAlong l (x k)) (y k) (reflectAlong l (x i)) = y i
          rcases Finset.mem_insert.mp hi with rfl | hi
          · exact mirror_left _ _
          · -- points already in place are equidistant from old and new position
            rw [hxy i hi]
            apply mirror_fixed
            obtain ⟨R, t, hR⟩ := reflectAlong_eq_motion l
            rw [← hd i k, ← hxy i hi, hR, hR, dist_add_right, R.dist_map]
  obtain ⟨l, hl, hne, hxy⟩ := key Finset.univ
  exact ⟨l, hl, hne, fun i => hxy i (Finset.mem_univ i)⟩
```

The equivalence follows by turning the list of mirrors into a single motion.

```lean
/-- Two finite labelled configurations have all pair distances equal if and only if one is
the image of the other under an orthogonal map followed by a translation. -/
theorem distanceMatrix_eq_iff [Finite ι] (x y : ι → E) :
    distanceMatrix x = distanceMatrix y ↔
      ∃ (R : E ≃ₗᵢ[ℝ] E) (t : E), ∀ i, y i = R (x i) + t := by
  constructor
  · intro h
    have := Fintype.ofFinite ι
    obtain ⟨l, -, -, hl⟩ := exists_mirrors h
    obtain ⟨R, t, hR⟩ := reflectAlong_eq_motion l
    exact ⟨R, t, fun i => by rw [← hl i, hR]⟩
  · rintro ⟨R, t, h⟩
    ext i j
    change dist (x i) (x j) = dist (y i) (y j)
    rw [h, h, dist_add_right, R.dist_map]
```

With infinitely many labels in an infinite-dimensional space, the equivalence can fail. Let $e_1,e_2,\dots$ be the standard orthonormal basis of $\ell^2$, and compare $(0,e_1,e_2,\dots)$ with $(0,e_2,e_3,\dots)$. All distances agree. The first point forces $t=0$, so $R$ would have to be the shift $e_n\mapsto e_{n+1}$, which is not onto.

## Invariant descriptors

A descriptor `F` assigns a value of any kind to each configuration. If it is invariant, equal distance matrices give equal values, so `F` factors through the matrix; `Function.extend` supplies arbitrary values on matrices that no configuration realises.

```lean
/-- A descriptor of finite labelled configurations is unchanged by all orthogonal maps and
translations if and only if it is a function of the distance matrix. -/
theorem invariant_iff_function_of_distances [Finite ι] {α : Type*} (F : (ι → E) → α) :
    (∀ (R : E ≃ₗᵢ[ℝ] E) (t : E) (x : ι → E), F (fun i => R (x i) + t) = F x) ↔
      ∃ g : Matrix ι ι ℝ → α, ∀ x, F x = g (distanceMatrix x) := by
  constructor
  · intro hF
    have hfac : Function.FactorsThrough F (distanceMatrix (ι := ι) (E := E)) := by
      intro x y h
      obtain ⟨R, t, hR⟩ := (distanceMatrix_eq_iff x y).mp h
      rw [funext hR, hF]
    exact ⟨Function.extend distanceMatrix F (fun _ => F 0),
      fun x => (hfac.extend_apply _ x).symm⟩
  · rintro ⟨g, hg⟩ R t x
    have h := (distanceMatrix_eq_iff x (fun i => R (x i) + t)).mpr ⟨R, t, fun _ => rfl⟩
    rw [hg, hg x, h]
```

For an isolated finite molecule with fixed elements on its labels, a fixed number of electrons and a Hamiltonian made up of kinetic energy and Coulomb interactions, the Born–Oppenheimer ground-state energy is invariant in this sense, and so depends on the nuclear positions only through their distances. The theorem gives no continuity or smoothness of `g`. Nor does it cover the exchange of identical atoms, which permutes the rows and columns of the matrix but leaves this energy unchanged.

## Mirror images share a distance matrix

Handedness is lost. In the plane, a triangle with labelled corners and its reflection show this. In space the triangle can be turned over onto its reflection, and an example needs at least four points, not all in one plane.

```lean
/-- The planar triangle with corners (0,0), (1,0), (0,s). -/
def triangle (s : ℝ) : Fin 3 → EuclideanSpace ℝ (Fin 2) :=
  ![0, !₂[1, 0], !₂[0, s]]
```

Both triangles have sides $1,1,\sqrt2$. The corner at the origin forces $t=0$; the other two give $R(1,0)=(1,0)$ and $R(0,1)=(0,-1)$, hence $\det R=-1$. The proof reads this off from the matrix of `R` in the standard basis. No proper rotation of the plane, even with a translation, carries each corner to the corner with the same label. The labels matter here: without them, a quarter turn carries one of these isosceles triangles onto the other.

```lean
/-- The labelled triangles (0,0), (1,0), (0,1) and (0,0), (1,0), (0,-1) have equal distance
matrices, but every orthogonal map that, followed by a translation, carries each corner of the first
to the corner of the second with the same label has determinant -1. -/
theorem rotations_do_not_suffice :
    distanceMatrix (triangle 1) = distanceMatrix (triangle (-1)) ∧
      ∀ (R : EuclideanSpace ℝ (Fin 2) ≃ₗᵢ[ℝ] EuclideanSpace ℝ (Fin 2))
        (t : EuclideanSpace ℝ (Fin 2)),
        (∀ i, triangle (-1) i = R (triangle 1 i) + t) →
          LinearMap.det (R.toLinearEquiv.toLinearMap) = -1 := by
  constructor
  · ext i j
    fin_cases i <;> fin_cases j <;>
      simp [distanceMatrix, triangle, EuclideanSpace.dist_eq, Fin.sum_univ_two, Real.dist_eq]
  · intro R t h
    -- the corner at the origin excludes a translation
    have ht : t = 0 := by simpa [triangle] using (h 0).symm
    have h1 : R !₂[1, 0] = !₂[1, 0] := by simpa [triangle, ht] using (h 1).symm
    have h2 : R !₂[0, 1] = !₂[0, -1] := by simpa [triangle, ht] using (h 2).symm
    have e0 : EuclideanSpace.single (0 : Fin 2) (1 : ℝ) = !₂[1, 0] := by
      ext i
      fin_cases i <;> simp
    have e1 : EuclideanSpace.single (1 : Fin 2) (1 : ℝ) = !₂[0, 1] := by
      ext i
      fin_cases i <;> simp
    rw [← LinearMap.det_toMatrix (EuclideanSpace.basisFun (Fin 2) ℝ).toBasis,
      Matrix.det_fin_two]
    simp [LinearMap.toMatrix_apply, e0, e1, h1, h2]

end

end DistanceMatrixInvariant
```

```lean
#print axioms DistanceMatrixInvariant.distanceMatrix_eq_iff
#print axioms DistanceMatrixInvariant.invariant_iff_function_of_distances
#print axioms DistanceMatrixInvariant.rotations_do_not_suffice
```

```
'DistanceMatrixInvariant.distanceMatrix_eq_iff' depends on axioms: [propext, Classical.choice, Quot.sound]
'DistanceMatrixInvariant.invariant_iff_function_of_distances' depends on axioms: [propext, Classical.choice, Quot.sound]
'DistanceMatrixInvariant.rotations_do_not_suffice' depends on axioms: [propext, Classical.choice, Quot.sound]
```
